# For the displacement spectrum of a harmonic mode, the harmonic quantum correction is exact, the standard one too small and the Schofield one too large

A classical equilibrium simulation of a vibrating lattice yields a displacement spectrum, the Fourier transform of the displacement autocorrelation function, that is even in frequency. In the quantum spectrum, the line at $+\omega$, where a quantum is created, is stronger than the line at $-\omega$, where one is destroyed. A quantum correction factor $Q(x)$, with $x=\beta\omega$ and $\beta$ the inverse temperature, multiplies the classical spectrum to restore this asymmetry. Several factors do so, and a single harmonic mode can tell them apart.

Units are $\hbar=1$ and unit mode mass; the code writes `w` for $\omega$.

```lean
import Mathlib

open Real

namespace QuantumCorrectionFactors

noncomputable section
```

## Three factors and one mode

The standard factor is $2/(1+e^{-x})$.

```lean
/-- The standard quantum correction factor `2 / (1 + exp (-x))`, with `x = βω`. -/
def standard (x : ℝ) : ℝ := 2 / (1 + Real.exp (-x))
```

The harmonic factor is $x/(1-e^{-x})$. At $x=0$ Lean evaluates this as $0$, although the limit is $1$, so statements about it concern $x\neq0$.

```lean
/-- The harmonic quantum correction factor `x / (1 - exp (-x))`, for `x ≠ 0`. -/
def harmonic (x : ℝ) : ℝ := x / (1 - Real.exp (-x))
```

The Schofield factor is $e^{x/2}$.

```lean
/-- The Schofield quantum correction factor `exp (x / 2)`. -/
def schofield (x : ℝ) : ℝ := Real.exp (x / 2)
```

Detailed balance fixes the ratio of the two lines: $Q(x)=e^xQ(-x)$. It is a property of a real function `Q`.

```lean
/-- Detailed balance between the two signs of the frequency: `Q(x) = exp(x) Q(-x)`
for every `x ≠ 0`. -/
def DetailedBalance (Q : ℝ → ℝ) : Prop :=
  ∀ x : ℝ, x ≠ 0 → Q x = Real.exp x * Q (-x)
```

Classically the mean square displacement is $1/(\beta\omega^2)$, shared equally between the lines at $\pm\omega$. Each has weight $1/(2\beta\omega^2)$.

```lean
/-- The classical weight `1 / (2βω²)` of each of the two lines of a mode, for `β, ω > 0`. -/
def classicalWeight (β w : ℝ) : ℝ := 1 / (2 * β * w ^ 2)
```

The quantum mode has levels $\omega(n+\tfrac12)$, $n=0,1,2,\dots$, with these Boltzmann weights:

```lean
/-- The Boltzmann weight of the oscillator level with energy `ω (n + 1/2)`. -/
def boltzmann (β w : ℝ) (n : ℕ) : ℝ := Real.exp (-(β * (w * ((n : ℝ) + 1 / 2))))
```

A Gibbs average is a ratio of infinite sums over the levels. The quantum line weights are the averages of $(n+1)/(2\omega)$ at $+\omega$ and $n/(2\omega)$ at $-\omega$. These expressions, the levels and the classical weight are physical input, not derived here from equations of motion.

```lean
/-- The Gibbs average of a function of the occupation number `n` of a harmonic mode,
for `β, ω > 0` and a summable numerator. -/
def gibbsAverage (β w : ℝ) (f : ℕ → ℝ) : ℝ :=
  (∑' n, f n * boltzmann β w n) / ∑' n, boltzmann β w n
```

## Detailed balance does not decide

All three factors pass:
$$e^x\frac{2}{1+e^{x}}=\frac{2}{1+e^{-x}},\qquad e^x\frac{-x}{1-e^{x}}=\frac{x}{1-e^{-x}},\qquad e^xe^{-x/2}=e^{x/2}.$$
The proof cross-multiplies the first two and uses $e^xe^{-x}=1$; $x\neq0$ keeps the harmonic denominators nonzero.

```lean
/-- The standard, harmonic and Schofield factors all satisfy detailed balance. -/
theorem detailedBalance_all :
    DetailedBalance standard ∧ DetailedBalance harmonic ∧ DetailedBalance schofield := by
  have hexp : ∀ x : ℝ, Real.exp x * Real.exp (-x) = 1 := fun x => by
    rw [← Real.exp_add, add_neg_cancel, Real.exp_zero]
  have hne : ∀ x : ℝ, x ≠ 0 → 1 - Real.exp x ≠ 0 := fun x hx h =>
    hx ((Real.exp_eq_one_iff x).mp (by linarith))
  refine ⟨?_, ?_, ?_⟩
  · intro x _
    unfold standard
    have h1 : 1 + Real.exp (-x) ≠ 0 := by positivity
    have h2 : 1 + Real.exp x ≠ 0 := by positivity
    rw [neg_neg, ← mul_div_assoc, div_eq_div_iff h1 h2]
    linear_combination (-2) * hexp x
  · intro x hx
    unfold harmonic
    rw [neg_neg, ← mul_div_assoc,
      div_eq_div_iff (hne (-x) (neg_ne_zero.mpr hx)) (hne x hx)]
    linear_combination (-x) * hexp x
  · intro x _
    unfold schofield
    rw [← Real.exp_add]
    congr 1
    ring
```

## The factors are ordered

For $x>0$ both denominators are positive, so standard $<$ harmonic means $g(x)>0$, where
$$g(t)=t(1+e^{-t})-2(1-e^{-t}),\qquad g(0)=0,\qquad g'(t)=1-(1+t)e^{-t}.$$
Since $1+t<e^t$ for $t>0$, the slope is positive and $g$ increases from zero. In the proof, `hd` is the derivative and `hmono` the monotonicity.

```lean
/-- For `x > 0` the standard factor lies strictly below the harmonic one. -/
theorem standard_lt_harmonic {x : ℝ} (hx : 0 < x) : standard x < harmonic x := by
  -- the cross-multiplied difference vanishes at zero and has positive slope
  have hd : ∀ y : ℝ, HasDerivAt
      (fun t : ℝ => t * (1 + Real.exp (-t)) - 2 * (1 - Real.exp (-t)))
      (1 - (1 + y) * Real.exp (-y)) y := by
    intro y
    have he : HasDerivAt (fun t : ℝ => Real.exp (-t)) (-Real.exp (-y)) y :=
      ((hasDerivAt_id' y).fun_neg.exp).congr_deriv (by ring)
    exact (((hasDerivAt_id' y).fun_mul (he.const_add 1)).fun_sub
      ((he.const_sub 1).const_mul 2)).congr_deriv (by ring)
  have hmono : StrictMonoOn
      (fun t : ℝ => t * (1 + Real.exp (-t)) - 2 * (1 - Real.exp (-t))) (Set.Ici 0) := by
    refine strictMonoOn_of_deriv_pos (convex_Ici 0)
      (fun y _ => (hd y).continuousAt.continuousWithinAt) ?_
    intro y hy
    rw [interior_Ici] at hy
    have hy' : 0 < y := hy
    rw [(hd y).deriv]
    have h1 := mul_lt_mul_of_pos_right (Real.add_one_lt_exp hy'.ne') (Real.exp_pos (-y))
    rw [← Real.exp_add, add_neg_cancel, Real.exp_zero] at h1
    linarith
  have h : (0 : ℝ) * (1 + Real.exp (-0)) - 2 * (1 - Real.exp (-0))
      < x * (1 + Real.exp (-x)) - 2 * (1 - Real.exp (-x)) :=
    hmono (Set.mem_Ici.mpr le_rfl) (Set.mem_Ici.mpr hx.le) hx
  have h0 : (0 : ℝ) * (1 + Real.exp (-0)) - 2 * (1 - Real.exp (-0)) = 0 := by simp
  rw [h0] at h
  have hq : 0 < 1 - Real.exp (-x) :=
    sub_pos.mpr (Real.exp_lt_one_iff.mpr (neg_lt_zero.mpr hx))
  unfold standard harmonic
  rw [div_lt_div_iff₀ (by positivity) hq]
  linarith
```

Harmonic $<$ Schofield means
$$x<e^{x/2}(1-e^{-x})=e^{x/2}-e^{-x/2}=2\sinh(x/2),$$
which is $y<\sinh y$ at $y=x/2>0$.

```lean
/-- For `x > 0` the harmonic factor lies strictly below the Schofield one. -/
theorem harmonic_lt_schofield {x : ℝ} (hx : 0 < x) : harmonic x < schofield x := by
  have hq : 0 < 1 - Real.exp (-x) :=
    sub_pos.mpr (Real.exp_lt_one_iff.mpr (neg_lt_zero.mpr hx))
  -- the claim is `x / 2 < sinh (x / 2)`
  have hs := Real.self_lt_sinh_iff.mpr (half_pos hx)
  rw [Real.sinh_eq] at hs
  have he : Real.exp (x / 2) * Real.exp (-x) = Real.exp (-(x / 2)) := by
    rw [← Real.exp_add]
    congr 1
    ring
  unfold harmonic schofield
  rw [div_lt_iff₀ hq, mul_sub, mul_one, he]
  linarith
```

## Summing over the levels

Put $q=e^{-\beta\omega}$ and $c=e^{-\beta\omega/2}$. For $\beta,\omega>0$ we have $0<q<1$, and level $n$ has weight $cq^n$. From
$$\sum_n cq^n=\frac{c}{1-q},\qquad \sum_n n\,cq^n=\frac{cq}{(1-q)^2}$$
the average of $an+b$ is
$$\frac{acq/(1-q)^2+bc/(1-q)}{c/(1-q)}=\frac{aq}{1-q}+b.$$
The steps `hZ` and `hN` prove convergence as well as the values.

```lean
/-- The Gibbs average of `a n + b` in a harmonic mode is `a q / (1 - q) + b` with `q = exp (-βω)`,
for `β, ω > 0`. -/
theorem gibbsAverage_affine {β w : ℝ} (hβ : 0 < β) (hw : 0 < w) (a b : ℝ) :
    gibbsAverage β w (fun n => a * (n : ℝ) + b) =
      a * (Real.exp (-(β * w)) / (1 - Real.exp (-(β * w)))) + b := by
  have hq1 : Real.exp (-(β * w)) < 1 :=
    Real.exp_lt_one_iff.mpr (neg_lt_zero.mpr (mul_pos hβ hw))
  have hq0 := Real.exp_pos (-(β * w))
  have hc := (Real.exp_pos (-(β * w) / 2)).ne'
  have hb : ∀ n : ℕ, boltzmann β w n =
      Real.exp (-(β * w) / 2) * Real.exp (-(β * w)) ^ n := by
    intro n
    unfold boltzmann
    rw [← Real.exp_nat_mul, ← Real.exp_add]
    congr 1
    ring
  unfold gibbsAverage
  simp only [hb]
  generalize Real.exp (-(β * w) / 2) = c at hc ⊢
  generalize Real.exp (-(β * w)) = q at hq0 hq1 ⊢
  -- partition function and first moment are geometric series
  have hZ : HasSum (fun n : ℕ => c * q ^ n) (c * (1 - q)⁻¹) :=
    (hasSum_geometric_of_lt_one hq0.le hq1).mul_left c
  have hn : ‖q‖ < 1 := by rwa [Real.norm_of_nonneg hq0.le]
  have hN : HasSum (fun n : ℕ => (a * (n : ℝ) + b) * (c * q ^ n))
      (a * c * (q / (1 - q) ^ 2) + b * (c * (1 - q)⁻¹)) := by
    have hfun : (fun n : ℕ => (a * (n : ℝ) + b) * (c * q ^ n)) =
        fun n : ℕ => a * c * ((n : ℝ) * q ^ n) + b * (c * q ^ n) := by
      funext n
      ring
    rw [hfun]
    exact ((hasSum_coe_mul_geometric_of_norm_lt_one hn).mul_left (a * c)).add
      (hZ.mul_left b)
  have hsq : q / (1 - q) ^ 2 = q * ((1 - q)⁻¹ * (1 - q)⁻¹) := by
    rw [div_eq_mul_inv, sq, mul_inv]
  rw [hN.tsum_eq, hZ.tsum_eq,
    div_eq_iff (mul_ne_zero hc (inv_ne_zero (sub_pos.mpr hq1).ne')), hsq]
  ring
```

With $a=b=1/(2\omega)$ this gives the weight at $+\omega$:
$$\frac1{2\omega}\left(\frac q{1-q}+1\right)=\frac1{2\omega(1-q)}=\frac{\beta\omega}{1-q}\cdot\frac1{2\beta\omega^2}.$$
The right-hand side is the harmonic factor times the classical weight. The words emission and absorption in the theorem names refer to the vibrational quantum, created at $+\omega$ and destroyed at $-\omega$. In an infrared experiment the line at $+\omega$ is absorption of light.

```lean
/-- For `β, ω > 0` the harmonic factor at `βω` maps the classical weight to the Gibbs average of `(n
+ 1) / (2ω)`. -/
theorem harmonic_emission {β w : ℝ} (hβ : 0 < β) (hw : 0 < w) :
    harmonic (β * w) * classicalWeight β w =
      gibbsAverage β w (fun n => ((n : ℝ) + 1) / (2 * w)) := by
  have hf : (fun n : ℕ => ((n : ℝ) + 1) / (2 * w)) =
      fun n : ℕ => 1 / (2 * w) * (n : ℝ) + 1 / (2 * w) := by
    funext n
    ring
  have hq : 1 - Real.exp (-(β * w)) ≠ 0 :=
    (sub_pos.mpr (Real.exp_lt_one_iff.mpr (neg_lt_zero.mpr (mul_pos hβ hw)))).ne'
  rw [hf, gibbsAverage_affine hβ hw]
  unfold harmonic classicalWeight
  generalize Real.exp (-(β * w)) = q at hq ⊢
  have h1 : q / (1 - q) + 1 = 1 / (1 - q) := by
    rw [eq_div_iff hq, add_mul, div_mul_cancel₀ _ hq]
    ring
  calc β * w / (1 - q) * (1 / (2 * β * w ^ 2))
      = 1 / (2 * w) * (1 / (1 - q)) := by field_simp
    _ = 1 / (2 * w) * (q / (1 - q)) + 1 / (2 * w) := by rw [← h1]; ring
```

At $-\omega$, detailed balance multiplies the result by $q$, giving $q/(2\omega(1-q))$. This is the average with $a=1/(2\omega)$, $b=0$.

```lean
/-- For `β, ω > 0` the harmonic factor at `-βω` maps the classical weight to the Gibbs average of `n
/ (2ω)`. -/
theorem harmonic_absorption {β w : ℝ} (hβ : 0 < β) (hw : 0 < w) :
    harmonic (-(β * w)) * classicalWeight β w =
      gibbsAverage β w (fun n => (n : ℝ) / (2 * w)) := by
  have hf : (fun n : ℕ => (n : ℝ) / (2 * w)) =
      fun n : ℕ => 1 / (2 * w) * (n : ℝ) + 0 := by
    funext n
    ring
  have hq : 1 - Real.exp (-(β * w)) ≠ 0 :=
    (sub_pos.mpr (Real.exp_lt_one_iff.mpr (neg_lt_zero.mpr (mul_pos hβ hw)))).ne'
  rw [hf, gibbsAverage_affine hβ hw,
    detailedBalance_all.2.1 _ (neg_ne_zero.mpr (mul_pos hβ hw).ne'), neg_neg]
  unfold harmonic classicalWeight
  generalize Real.exp (-(β * w)) = q at hq ⊢
  rw [add_zero]
  field_simp
```

## Uniqueness under detailed balance

Let $Q$ obey detailed balance and reproduce the weight at $+\omega$ for all $\beta,\omega>0$. Taking $\omega=1$, $\beta=x>0$ and writing $H$ for the harmonic factor,
$$Q(x)\frac1{2x}=H(x)\frac1{2x},$$
so $Q(x)=H(x)$. For $x<0$, $Q(x)=e^xQ(-x)=e^xH(-x)=H(x)$. Conversely, a $Q$ equal to $H$ at all $x\neq0$ inherits the previous result. The value $Q(0)$ remains free.

```lean
/-- A factor obeying detailed balance maps the classical weight to the Gibbs average of
`(n + 1) / (2ω)` for all `β, ω > 0` exactly when it is the harmonic factor at all `x ≠ 0`. -/
theorem harmonic_unique {Q : ℝ → ℝ} (hQ : DetailedBalance Q) :
    (∀ β w : ℝ, 0 < β → 0 < w → Q (β * w) * classicalWeight β w =
      gibbsAverage β w (fun n => ((n : ℝ) + 1) / (2 * w))) ↔
    ∀ x : ℝ, x ≠ 0 → Q x = harmonic x := by
  constructor
  · intro h
    -- positive arguments: cancel the classical weight at `ω = 1`
    have hpos : ∀ x : ℝ, 0 < x → Q x = harmonic x := by
      intro x hx
      have h1 := (h x 1 hx one_pos).trans (harmonic_emission hx one_pos).symm
      have hc : classicalWeight x 1 ≠ 0 := by
        unfold classicalWeight
        positivity
      rw [mul_one] at h1
      exact mul_right_cancel₀ hc h1
    intro x hx
    rcases lt_or_gt_of_ne hx with hneg | hp
    · -- negative arguments follow by detailed balance
      rw [hQ x hx, hpos (-x) (neg_pos.mpr hneg), ← detailedBalance_all.2.1 x hx]
    · exact hpos x hp
  · intro h β w hβ hw
    rw [h _ (mul_pos hβ hw).ne']
    exact harmonic_emission hβ hw
```

An informal example shows what detailed balance contributes. Let $Q=H$ for $x>0$ and $Q=0$ for $x\le0$. Every weight at $+\omega$ is correct, yet $Q(-1)=0$ while $H(-1)=1/(e-1)$.

## The sign of the error

Multiplying the two inequalities by the positive classical weight places the exact value at $+\omega$ between the standard and Schofield results. By detailed balance all three values at $-\omega$ are smaller by the same factor $e^{-\beta\omega}$, so the order is the same there.

```lean
/-- At every `β, ω > 0` the standard factor gives strictly less, and the Schofield factor
strictly more, than the Gibbs average of `(n + 1) / (2ω)`. -/
theorem standard_below_schofield_above {β w : ℝ} (hβ : 0 < β) (hw : 0 < w) :
    standard (β * w) * classicalWeight β w <
        gibbsAverage β w (fun n => ((n : ℝ) + 1) / (2 * w)) ∧
      gibbsAverage β w (fun n => ((n : ℝ) + 1) / (2 * w)) <
        schofield (β * w) * classicalWeight β w := by
  have hc : 0 < classicalWeight β w := by
    unfold classicalWeight
    positivity
  rw [← harmonic_emission hβ hw]
  exact ⟨mul_lt_mul_of_pos_right (standard_lt_harmonic (mul_pos hβ hw)) hc,
    mul_lt_mul_of_pos_right (harmonic_lt_schofield (mul_pos hβ hw)) hc⟩

end

end QuantumCorrectionFactors
```

For infrared spectra computed from classical trajectories, this gives the direction of the intensity error for each independent harmonic mode whose dipole is linear in its displacement. It does not rank the factors for anharmonic motion.

```lean
#print axioms QuantumCorrectionFactors.harmonic_lt_schofield
#print axioms QuantumCorrectionFactors.harmonic_absorption
#print axioms QuantumCorrectionFactors.harmonic_unique
#print axioms QuantumCorrectionFactors.standard_below_schofield_above
```

```
'QuantumCorrectionFactors.harmonic_lt_schofield' depends on axioms: [propext, Classical.choice, Quot.sound]
'QuantumCorrectionFactors.harmonic_absorption' depends on axioms: [propext, Classical.choice, Quot.sound]
'QuantumCorrectionFactors.harmonic_unique' depends on axioms: [propext, Classical.choice, Quot.sound]
'QuantumCorrectionFactors.standard_below_schofield_above' depends on axioms: [propext, Classical.choice, Quot.sound]
```
